# The fully localized double-counting energy as an average of density-density energies over determinants

**Q:** You describe a determinant by two sets of occupied orbitals, \(S\) for spin up and \(T\) for spin down, and give it a density-density energy. Where are spin flips and pair hopping?

**A:** They turn one such determinant into another or annihilate it, so they don't contribute to its expectation value. By the Slater–Condon rules, what remains of the Coulomb interaction is a direct integral \(V_{ij}\) for opposite spins, and direct minus exchange, \(A_{ij}\), for equal spins. The file takes this energy as its starting point:

\[
E(S,T)=\sum_{i\in S,\,j\in T}V_{ij}+\tfrac12\sum_{i\ne j\in S}A_{ij}+\tfrac12\sum_{i\ne j\in T}A_{ij}.
\]

The type `ι` is the finite set of orbitals, \(D\) in number.

```lean
import Mathlib

open Finset

namespace LocalizedDoubleCounting

noncomputable section

variable {ι : Type*} [Fintype ι] [DecidableEq ι]

/-- Density-density energy of the determinant with spin-up orbitals `S` and spin-down orbitals `T`:
`V` couples opposite spins, `A` equal spins, with half the sum over ordered pairs of distinct
orbitals. -/
def configEnergy (V A : Matrix ι ι ℝ) (S T : Finset ι) : ℝ :=
  ∑ i ∈ S, ∑ j ∈ T, V i j + (1 / 2) * ∑ p ∈ S.offDiag, A p.1 p.2
    + (1 / 2) * ∑ p ∈ T.offDiag, A p.1 p.2
```

**Q:** You never require \(V\) and \(A\) to be symmetric.

**A:** The physical matrices are. For them, half the sum over ordered pairs (`offDiag`) counts each pair once. The average comes out the same without symmetry.

**Q:** Which average?

**A:** Equal weights for all determinants with \(a\) spin-up and \(b\) spin-down electrons. There are \(\binom Da\binom Db\) of them.

```lean
/-- Equal-weight average over all configurations with `a` spin-up and `b` spin-down electrons,
for `a` and `b` at most the number of orbitals. -/
def ensembleAverage (a b : ℕ) (E : Finset ι → Finset ι → ℝ) : ℝ :=
  (∑ S ∈ powersetCard a univ, ∑ T ∈ powersetCard b univ, E S T) /
    (((Fintype.card ι).choose a : ℝ) * ((Fintype.card ι).choose b : ℝ))
```

**Q:** And \(U\) and \(J\)? I could fit any formula by choosing those.

**A:** They are fixed by the matrices alone, before any electron number appears. \(U\) is the mean of all elements of \(V\), and \(U-J\) is the off-diagonal mean of \(A\). Thus \(J\) measures how much weaker the mean equal-spin repulsion is. It is not purely an average exchange integral, because the mean of \(V\) includes the diagonal.

```lean
/-- The Hubbard `U`: the mean of all elements of `V`, for a shell with at least one orbital. -/
def hubbardU (V : Matrix ι ι ℝ) : ℝ :=
  (∑ i, ∑ j, V i j) / (Fintype.card ι : ℝ) ^ 2

/-- The mean of the off-diagonal elements of `A`, for a shell with at least two orbitals. -/
def sameSpinMean (A : Matrix ι ι ℝ) : ℝ :=
  (∑ p ∈ (univ : Finset ι).offDiag, A p.1 p.2) /
    ((Fintype.card ι : ℝ) * ((Fintype.card ι : ℝ) - 1))

/-- The Hund exchange `J`: the mean of `V` minus the off-diagonal mean of `A`, for a shell with at
least two orbitals. -/
def hundJ (V A : Matrix ι ι ℝ) : ℝ := hubbardU V - sameSpinMean A
```

The target, with \(N=a+b\), is

\[
E_{\mathrm{FLL}}=\tfrac12UN(N-1)-\tfrac12J\,[a(a-1)+b(b-1)].
\]

```lean
/-- The fully localized double-counting energy for spin populations `a` and `b`. -/
def fllEnergy (U J a b : ℝ) : ℝ :=
  U * (a + b) * (a + b - 1) / 2 - J * (a * (a - 1) + b * (b - 1)) / 2
```

**Q:** Derive it for me, starting with the counting.

**A:** Fix a cluster \(R\) of \(r\le a\) orbitals. A set of \(a\) orbitals containing \(R\) is completed by choosing \(a-r\) of the other \(D-r\), and

\[
\binom Dr\binom{D-r}{a-r}=\binom ar\binom Da .
\]

So a fraction \(\binom ar/\binom Dr\) of the sets contains \(R\). In Lean, adding and removing `R` gives the bijection, and `Nat.choose_mul` gives the identity. If \(r>a\), both sides of the lemma vanish.

```lean
/-- The number of `a`-electron configurations that occupy a given cluster `R` of orbitals, times
the number of clusters of that size, equals the number of such clusters among `a` orbitals times
the number of configurations. -/
theorem card_containing (R : Finset ι) (a : ℕ) :
    (Fintype.card ι).choose R.card * ((powersetCard a univ).filter (fun S => R ⊆ S)).card
      = a.choose R.card * (Fintype.card ι).choose a := by
  by_cases hr : R.card ≤ a
  · -- removing `R` leaves a free choice of the other electrons
    have hcard : ((powersetCard a univ).filter (fun S => R ⊆ S)).card
        = (Fintype.card ι - R.card).choose (a - R.card) := by
      rw [← card_compl R, ← card_powersetCard]
      symm
      refine Finset.card_bij' (fun T _ => T ∪ R) (fun S _ => S \ R) ?_ ?_ ?_ ?_
      · intro T hT
        rw [mem_powersetCard] at hT
        have hd : Disjoint T R :=
          disjoint_left.mpr (fun x hx hR => (mem_compl.mp (hT.1 hx)) hR)
        rw [mem_filter, mem_powersetCard]
        refine ⟨⟨subset_univ _, ?_⟩, subset_union_right⟩
        rw [card_union_of_disjoint hd, hT.2]
        omega
      · intro S hS
        rw [mem_filter, mem_powersetCard] at hS
        rw [mem_powersetCard]
        refine ⟨fun x hx => mem_compl.mpr (mem_sdiff.mp hx).2, ?_⟩
        have h := card_sdiff_add_card_eq_card hS.2
        have h2 := hS.1.2
        omega
      · intro T hT
        rw [mem_powersetCard] at hT
        ext x
        have hx : x ∈ T → x ∉ R := fun h => mem_compl.mp (hT.1 h)
        simp only [mem_sdiff, mem_union]
        tauto
      · intro S hS
        exact sdiff_union_of_subset (mem_filter.mp hS).2
    rw [hcard, mul_comm (a.choose _)]
    symm
    apply Nat.choose_mul
    omega
  · have h0 : ((powersetCard a univ).filter (fun S => R ⊆ S)).card = 0 := by
      rw [card_eq_zero, filter_eq_empty_iff]
      intro S hS hRS
      have h := card_le_card hRS
      rw [(mem_powersetCard.mp hS).2] at h
      omega
    rw [h0, Nat.choose_eq_zero_of_lt (by omega : a < R.card), mul_zero, zero_mul]
```

Exchanging the sum over configurations with the sum over clusters gives every cluster of size \(r\) this same weight.

```lean
/-- Ensemble sum of an `r`-orbital quantity: if every cluster `R k` has `r` orbitals, each cluster
enters with the same weight. -/
theorem sum_clusters {κ : Type*} (K : Finset κ) (R : κ → Finset ι) (r : ℕ)
    (hR : ∀ k ∈ K, (R k).card = r) (g : κ → ℝ) (a : ℕ) :
    ((Fintype.card ι).choose r : ℝ) *
        ∑ S ∈ powersetCard a univ, ∑ k ∈ K, (if R k ⊆ S then g k else 0)
      = (a.choose r : ℝ) * ((Fintype.card ι).choose a : ℝ) * ∑ k ∈ K, g k := by
  rw [sum_comm, mul_sum, mul_sum]
  refine sum_congr rfl fun k hk => ?_
  have h := card_containing (R k) a
  rw [hR k hk] at h
  have h' : ((Fintype.card ι).choose r : ℝ) *
      (((powersetCard a univ).filter (fun S => R k ⊆ S)).card : ℝ)
      = (a.choose r : ℝ) * ((Fintype.card ι).choose a : ℝ) := by exact_mod_cast h
  rw [← sum_filter, sum_const, nsmul_eq_mul, ← mul_assoc, h']
```

**Q:** Then you need only \(r=1\) and \(r=2\).

**A:** Yes. One orbital is occupied in a fraction \(a/D\) of the sets:

```lean
/-- In a nonempty shell of `D` orbitals, a one-orbital quantity summed over the occupied orbitals of
each configuration, and then over all `a`-electron configurations is the number of configurations
times `a / D` times its sum over the shell. -/
theorem orbital_sum (hD : (Fintype.card ι : ℝ) ≠ 0) (a : ℕ) (f : ι → ℝ) :
    ∑ S ∈ powersetCard a univ, ∑ i ∈ S, f i
      = ((Fintype.card ι).choose a : ℝ) * a * (∑ i, f i) / (Fintype.card ι : ℝ) := by
  have h := sum_clusters univ (fun i : ι => {i}) 1 (fun i _ => card_singleton i) f a
  have e : ∀ S : Finset ι, ∑ i, (if {i} ⊆ S then f i else 0) = ∑ i ∈ S, f i := by
    intro S
    simp [singleton_subset_iff]
  rw [sum_congr rfl (fun S _ => e S), Nat.choose_one_right, Nat.choose_one_right] at h
  rw [eq_div_iff hD]
  linear_combination h
```

An ordered pair of distinct orbitals is occupied in a fraction \(a(a-1)/[D(D-1)]\). The proof uses the cluster `{p.1, p.2}`, and the factor 2 in `linear_combination 2 * h` clears the halves in the binomials.

```lean
/-- In a shell of at least two orbitals, the sum of `A` over ordered pairs of distinct occupied
orbitals, summed over all `a`-electron configurations, is the number of configurations times
`a (a - 1)` times the off-diagonal mean of `A`. -/
theorem same_spin_sum (hD : 2 ≤ Fintype.card ι) (a : ℕ) (A : Matrix ι ι ℝ) :
    ∑ S ∈ powersetCard a univ, ∑ p ∈ S.offDiag, A p.1 p.2
      = ((Fintype.card ι).choose a : ℝ) * (a * (a - 1)) * sameSpinMean A := by
  have h2 : (2 : ℝ) ≤ Fintype.card ι := by exact_mod_cast hD
  have hne : (Fintype.card ι : ℝ) * ((Fintype.card ι : ℝ) - 1) ≠ 0 :=
    mul_ne_zero (by linarith) (by linarith)
  have h := sum_clusters (univ : Finset ι).offDiag (fun p => {p.1, p.2}) 2
    (fun p hp => card_pair (mem_offDiag.mp hp).2.2) (fun p => A p.1 p.2) a
  have e : ∀ S : Finset ι, ∑ p ∈ (univ : Finset ι).offDiag,
      (if {p.1, p.2} ⊆ S then A p.1 p.2 else 0) = ∑ p ∈ S.offDiag, A p.1 p.2 := by
    intro S
    rw [← sum_filter]
    refine sum_congr ?_ fun _ _ => rfl
    ext p
    simp only [mem_offDiag, mem_filter, mem_univ, true_and, insert_subset_iff,
      singleton_subset_iff]
    tauto
  rw [sum_congr rfl (fun S _ => e S), Nat.cast_choose_two, Nat.cast_choose_two] at h
  unfold sameSpinMean
  rw [← mul_div_assoc, eq_div_iff hne]
  linear_combination 2 * h
```

**Q:** Now put the energy together.

**A:** The two spins are chosen independently, so the opposite-spin part averages to

\[
\frac aD\,\frac bD\sum_{i,j}V_{ij}=ab\,U .
\]

The equal-spin parts give \(\tfrac12[a(a-1)+b(b-1)](U-J)\). Since \(2ab+a(a-1)+b(b-1)=N(N-1)\), the total is \(E_{\mathrm{FLL}}\). In the proof, `hopp` applies the one-orbital sum twice, `same_spin_sum` handles each spin, and `ring` does the final algebra.

```lean
/-- In a shell of at least two orbitals, the density-density energy averaged over all
configurations with `a` spin-up and `b` spin-down electrons, neither exceeding the number of
orbitals, is the fully localized double-counting energy. -/
theorem average_eq_fllEnergy (hD : 2 ≤ Fintype.card ι) (V A : Matrix ι ι ℝ) {a b : ℕ}
    (ha : a ≤ Fintype.card ι) (hb : b ≤ Fintype.card ι) :
    ensembleAverage a b (configEnergy V A) = fllEnergy (hubbardU V) (hundJ V A) a b := by
  have hD0 : (Fintype.card ι : ℝ) ≠ 0 := by
    exact_mod_cast (by omega : Fintype.card ι ≠ 0)
  have hCa : ((Fintype.card ι).choose a : ℝ) ≠ 0 := by exact_mod_cast (Nat.choose_pos ha).ne'
  have hCb : ((Fintype.card ι).choose b : ℝ) ≠ 0 := by exact_mod_cast (Nat.choose_pos hb).ne'
  -- opposite spins are occupied independently
  have hopp : ∑ S ∈ powersetCard a univ, ∑ T ∈ powersetCard b univ, ∑ i ∈ S, ∑ j ∈ T, V i j
      = ((Fintype.card ι).choose a : ℝ) * ((Fintype.card ι).choose b : ℝ)
        * (a * b * hubbardU V) := by
    rw [sum_congr rfl (fun S _ => sum_comm), sum_congr rfl (fun S _ => sum_congr rfl
      (fun i _ => orbital_sum hD0 b (fun j => V i j))), orbital_sum hD0 a,
      ← sum_div, ← mul_sum]
    unfold hubbardU
    ring
  unfold ensembleAverage configEnergy
  rw [div_eq_iff (mul_ne_zero hCa hCb)]
  simp only [sum_add_distrib, sum_const, nsmul_eq_mul, ← mul_sum, card_powersetCard, card_univ]
  rw [hopp, same_spin_sum hD a, same_spin_sum hD b]
  unfold fllEnergy hundJ
  ring
```

**Q:** What does the condition \(a,b\le D\) protect against?

**A:** An empty ensemble. Take \(D=2\), all elements of \(V\) and all off-diagonal elements of \(A\) equal to 1, \(a=3\) and \(b=0\). Then \(U=1\), \(J=0\) and the formula gives 3, but two orbitals can't hold three electrons of one spin. Lean evaluates the average as \(0/0=0\), and the equality fails.

**Q:** DFT+U needs a potential, and fractional occupations too.

**A:** `fllEnergy` accepts real populations, so it can be differentiated at fixed \(U\), \(J\) and \(b\). The derivative of \(\tfrac12N(N-1)\) with respect to \(a\) is \(N-\tfrac12\), and that of \(\tfrac12a(a-1)\) is \(a-\tfrac12\). Hence

\[
\frac{\partial E_{\mathrm{FLL}}}{\partial a}=U\left(N-\tfrac12\right)-J\left(a-\tfrac12\right).
\]

The proof writes the energy in terms of products and applies the product rule. The average above is defined, and identified with this energy, for integer populations.

```lean
/-- The double-counting potential for spin-up electrons, the derivative of the fully localized
energy with respect to their number `a`, is `U (a + b - 1/2) - J (a - 1/2)`. -/
theorem fll_potential (U J a b : ℝ) :
    HasDerivAt (fun x => fllEnergy U J x b) (U * (a + b - 1 / 2) - J * (a - 1 / 2)) a := by
  have h := hasDerivAt_id' a
  have h1 := ((h.add_const b).fun_mul ((h.add_const b).sub_const 1)).const_mul (U / 2)
  have h2 := ((h.fun_mul (h.sub_const 1)).add_const (b * (b - 1))).const_mul (J / 2)
  have e : (fun x => fllEnergy U J x b) = fun x =>
      U / 2 * ((x + b) * (x + b - 1)) - J / 2 * (x * (x - 1) + b * (b - 1)) := by
    funext x
    unfold fllEnergy
    ring
  rw [e]
  exact (h1.fun_sub h2).congr_deriv (by ring)

end

end LocalizedDoubleCounting
```

```lean
#print axioms LocalizedDoubleCounting.average_eq_fllEnergy
-- 'LocalizedDoubleCounting.average_eq_fllEnergy' depends on axioms: [propext, Classical.choice, Quot.sound]
#print axioms LocalizedDoubleCounting.fll_potential
-- 'LocalizedDoubleCounting.fll_potential' depends on axioms: [propext, Classical.choice, Quot.sound]
```

**Q:** So is this the right amount to subtract in DFT+U?

**A:** That doesn't follow. The theorem identifies the fully localized term of DFT+U with the mean energy of an equal-weight, density-density ensemble in a finite shell. A single determinant can lie above or below that mean, and how much of the interaction an approximate functional already contains is a separate question.
